# Cartesian d Gaussians orthogonal to a concentric s Gaussian: the five-dimensional traceless space

Integrating $x^{T}Mx\,e^{-c|x|^2}$ over $\mathbb{R}^n$, for a real $n\times n$ matrix $M$ and an exponent $c>0$, requires a representation of space. Here a point $x$ is a tuple of coordinates $x_k$, of type `Fin n → ℝ`, with Lebesgue product measure, so integrals of product functions factorise directly. Mathlib's norm on this type is the maximum norm, so $|x|^2=\sum_k x_k^2$ is written `x ⬝ᵥ x`. With `EuclideanSpace ℝ (Fin 3)` the norm would be Euclidean and the values the same, but the factorisation would first need a measure-preserving map back to coordinates. For $n=3$ the indices $0,1,2$ label the axes $x,y,z$.

```lean
import Mathlib

open Real Matrix MeasureTheory

namespace CartesianDFunctions

noncomputable section
```

## Gaussians and coefficient matrices

The one-dimensional factors are $g_m(t)=t^m e^{-ct^2}$, with $m$ a natural number, and their moments are $I_m=\int g_m\,dt$.

```lean
/-- One-dimensional Gaussian factor `t^m exp(-c t²)`. -/
def gauss1 (c : ℝ) (m : ℕ) (t : ℝ) : ℝ := t ^ m * Real.exp (-c * t ^ 2)

/-- The `m`-th moment `∫ t^m exp(-c t²) dt`. -/
def moment (c : ℝ) (m : ℕ) : ℝ := ∫ t, gauss1 c m t
```

The s function is $s_c(x)=e^{-c|x|^2}$ and the d function is $d_{M,c}(x)=(x^TMx)\,s_c(x)$. Both are real, unnormalised, uncontracted and centred at the origin.

```lean
/-- The s Gaussian `exp(-c |x|²)`. -/
def sFun {n : ℕ} (c : ℝ) (x : Fin n → ℝ) : ℝ := Real.exp (-c * (x ⬝ᵥ x))

/-- The Cartesian d function `(xᵀ M x) exp(-c |x|²)`. -/
def dFun {n : ℕ} (M : Matrix (Fin n) (Fin n) ℝ) (c : ℝ) (x : Fin n → ℝ) : ℝ :=
  (x ⬝ᵥ M *ᵥ x) * sFun c x
```

In the monomial $x_ix_j$, coordinate $k$ has power $\delta_{ki}+\delta_{kj}$.

```lean
/-- Power of the coordinate `k` in the monomial `x_i x_j`. -/
def deg {n : ℕ} (i j k : Fin n) : ℕ := (if k = i then 1 else 0) + (if k = j then 1 else 0)
```

The symmetric traceless $3\times3$ matrices form a subspace. The linear map `param` sends $v\in\mathbb{R}^5$ to the matrix with quadratic form $v_0(x^2-z^2)+v_1(y^2-z^2)+2v_2xy+2v_3xz+2v_4yz$.

```lean
/-- The space of symmetric traceless 3 by 3 matrices. -/
def tracelessSym : Submodule ℝ (Matrix (Fin 3) (Fin 3) ℝ) where
  carrier := {M | M.IsSymm ∧ M.trace = 0}
  add_mem' := by
    rintro a b ⟨h1, h2⟩ ⟨h3, h4⟩
    exact ⟨h1.add h3, by rw [trace_add, h2, h4, add_zero]⟩
  zero_mem' := ⟨isSymm_zero, trace_zero _ _⟩
  smul_mem' := by
    rintro k a ⟨h1, h2⟩
    exact ⟨h1.smul k, by rw [trace_smul, h2, smul_zero]⟩

/-- The matrix with free entries xx, yy, xy, xz, yz and with zz = -xx - yy. -/
def param : (Fin 5 → ℝ) →ₗ[ℝ] Matrix (Fin 3) (Fin 3) ℝ where
  toFun v := !![v 0, v 2, v 3; v 2, v 1, v 4; v 3, v 4, -v 0 - v 1]
  map_add' v w := by
    ext i j
    fin_cases i <;> fin_cases j <;> simp
    ring
  map_smul' k v := by
    ext i j
    fin_cases i <;> fin_cases j <;> simp
    ring
```

## One-dimensional moments

For $c>0$ every $g_m$ is integrable, by Mathlib's result for real powers above $-1$.

```lean
/-- Every one-dimensional factor with positive exponent is integrable. -/
theorem integrable_gauss1 {c : ℝ} (hc : 0 < c) (m : ℕ) : Integrable (gauss1 c m) := by
  have hm : (-1 : ℝ) < (m : ℝ) := lt_of_lt_of_le (by norm_num) (Nat.cast_nonneg m)
  have h := integrable_rpow_mul_exp_neg_mul_sq hc hm
  simp only [Real.rpow_natCast] at h
  exact h
```

The Gaussian integral gives $I_0=\sqrt{\pi/c}$. The derivatives are $g_0'=-2c\,g_1$ and $g_1'=g_0-2c\,g_2$ (`d0`, `d1`). An integrable function with integrable derivative has $\int f'=0$, so $-2cI_1=0$ and $I_0-2cI_2=0$ (`z0`, `z1`). Hence $I_1=0$ and $I_2=\sqrt{\pi/c}/(2c)$.

```lean
/-- The Gaussian moments of order 0, 1, 2 are `√(π/c)`, `0` and `√(π/c)/(2c)`. -/
theorem moments {c : ℝ} (hc : 0 < c) :
    moment c 0 = √(π / c) ∧ moment c 1 = 0 ∧ moment c 2 = √(π / c) * (1 / (2 * c)) := by
  have hI := integrable_gauss1 hc
  have m0 : ∫ t, gauss1 c 0 t = √(π / c) := by
    simp only [gauss1, pow_zero, one_mul]
    exact integral_gaussian c
  have he : ∀ x : ℝ, HasDerivAt (fun t : ℝ => Real.exp (-c * t ^ 2))
      (Real.exp (-c * x ^ 2) * (-c * (2 * x))) x := fun x =>
    (((hasDerivAt_pow 2 x).const_mul (-c)).exp).congr_deriv (by norm_num)
  have d0 : ∀ x, HasDerivAt (gauss1 c 0) (-2 * c * gauss1 c 1 x) x := fun x =>
    ((hasDerivAt_pow 0 x).fun_mul (he x)).congr_deriv (by simp only [gauss1]; ring1)
  have d1 : ∀ x, HasDerivAt (gauss1 c 1) (gauss1 c 0 x - 2 * c * gauss1 c 2 x) x := fun x =>
    ((hasDerivAt_pow 1 x).fun_mul (he x)).congr_deriv (by simp only [gauss1]; ring1)
  -- the integral of a total derivative vanishes
  have z0 := integral_eq_zero_of_hasDerivAt_of_integrable d0 ((hI 1).const_mul _) (hI 0)
  have z1 := integral_eq_zero_of_hasDerivAt_of_integrable d1
    ((hI 0).sub ((hI 2).const_mul _)) (hI 1)
  rw [integral_const_mul] at z0
  rw [integral_sub (hI 0) ((hI 2).const_mul _), integral_const_mul, m0] at z1
  refine ⟨m0, (mul_eq_zero.1 z0).resolve_left (by linarith), ?_⟩
  rw [mul_one_div, eq_div_iff (by positivity)]
  unfold moment
  linarith
```

## The integral is proportional to the trace

Since $e^{-c|x|^2}=\prod_k e^{-cx_k^2}$ and $x_ix_j=\prod_k x_k^{\delta_{ki}+\delta_{kj}}$, we have $x_ix_j\,s_c(x)=\prod_k g_{\delta_{ki}+\delta_{kj}}(x_k)$.

```lean
/-- `x_i x_j exp(-c |x|²)` is a product of one-dimensional factors. -/
theorem monomial_factor {n : ℕ} (c : ℝ) (i j : Fin n) (x : Fin n → ℝ) :
    x i * x j * sFun c x = ∏ k, gauss1 c (deg i j k) (x k) := by
  have he : sFun c x = ∏ k, Real.exp (-c * x k ^ 2) := by
    rw [sFun, ← Real.exp_sum]
    congr 1
    simp only [dotProduct, Finset.mul_sum, sq]
  have hp : ∀ a, ∏ k, x k ^ (if k = a then 1 else 0) = x a := by
    intro a
    rw [Finset.prod_eq_single a]
    · simp
    · intro b _ hb
      simp [hb]
    · simp
  simp only [gauss1, deg, pow_add, Finset.prod_mul_distrib, hp, he]
```

Fubini's theorem (`hF`) turns the integral into $\prod_k I_{\delta_{ki}+\delta_{kj}}$. For $i=j$ this is $I_2$ times $n-1$ factors $I_0$, and for $i\ne j$ the factor $k=i$ is $I_1=0$:
$$\int x_ix_j\,s_c\,d^nx=\delta_{ij}\,\frac{(\pi/c)^{n/2}}{2c}.$$

```lean
/-- `x_i x_j exp(-c |x|²)` is integrable on `ℝⁿ` with integral `δ_ij √(π/c)ⁿ/(2c)`. -/
theorem second_moment {n : ℕ} {c : ℝ} (hc : 0 < c) (i j : Fin n) :
    Integrable (fun x : Fin n → ℝ => x i * x j * sFun c x) ∧
    ∫ x : Fin n → ℝ, x i * x j * sFun c x
      = if i = j then √(π / c) ^ n / (2 * c) else 0 := by
  simp only [monomial_factor]
  obtain ⟨m0, m1, m2⟩ := moments hc
  constructor
  · have h := Integrable.fintype_prod (fun k => integrable_gauss1 hc (deg i j k))
    exact h
  -- Fubini
  have hF : ∫ x : Fin n → ℝ, ∏ k, gauss1 c (deg i j k) (x k) = ∏ k, moment c (deg i j k) :=
    integral_fintype_prod_volume_eq_prod (fun k => gauss1 c (deg i j k))
  rw [hF]
  split_ifs with hij
  · subst hij
    have h : ∀ k, moment c (deg i i k) = √(π / c) * (if k = i then 1 / (2 * c) else 1) := by
      intro k
      by_cases hk : k = i
      · simp only [deg, if_pos hk]
        exact m2
      · simp only [deg, if_neg hk, mul_one]
        exact m0
    simp only [h, Finset.prod_mul_distrib, Finset.prod_const, Finset.prod_ite_eq',
      Finset.mem_univ, if_true, Finset.card_univ, Fintype.card_fin, mul_one_div]
  · -- the coordinate i appears to an odd power
    exact Finset.prod_eq_zero (Finset.mem_univ i) (by simp [deg, hij, m1])
```

Expanding $d_{M,c}=\sum_{ij}M_{ij}\,x_ix_j\,s_c$ (`hd`) and integrating term by term leaves $\sum_i M_{ii}$:
$$\int d_{M,c}\,d^nx=\operatorname{tr}M\,\frac{(\pi/c)^{n/2}}{2c}.$$
This holds for every $n$, and $M$ need not be symmetric.

```lean
/-- In `n` dimensions the d function is integrable with integral `tr M √(π/c)ⁿ/(2c)`. -/
theorem integral_dFun {n : ℕ} (M : Matrix (Fin n) (Fin n) ℝ) {c : ℝ} (hc : 0 < c) :
    Integrable (dFun M c) ∧ ∫ x, dFun M c x = M.trace * (√(π / c) ^ n / (2 * c)) := by
  have hd : dFun M c = fun x => ∑ i, ∑ j, M i j * (x i * x j * sFun c x) := by
    funext x
    simp only [dFun, dotProduct, mulVec, Finset.sum_mul, Finset.mul_sum]
    exact Finset.sum_congr rfl fun i _ => Finset.sum_congr rfl fun j _ => by ring
  have h1 : ∀ i j, Integrable (fun x : Fin n → ℝ => M i j * (x i * x j * sFun c x)) :=
    fun i j => (second_moment hc i j).1.const_mul _
  have h2 : ∀ i, Integrable (fun x : Fin n → ℝ => ∑ j, M i j * (x i * x j * sFun c x)) :=
    fun i => MeasureTheory.integrable_finsetSum _ fun j _ => h1 i j
  rw [hd]
  refine ⟨MeasureTheory.integrable_finsetSum _ fun i _ => h2 i, ?_⟩
  rw [MeasureTheory.integral_finsetSum _ fun i _ => h2 i, Matrix.trace, Finset.sum_mul]
  refine Finset.sum_congr rfl fun i _ => ?_
  rw [MeasureTheory.integral_finsetSum _ fun j _ => h1 i j]
  simp only [integral_const_mul, fun j => (second_moment hc i j).2, mul_ite, mul_zero,
    Finset.sum_ite_eq, Finset.mem_univ, if_true, Matrix.diag_apply]
```

For $n=3$ put $r=\sqrt c$. Then $(\sqrt\pi/r)^3/(2r^2)=\pi^{3/2}/(2r^5)$, so the integral is $\operatorname{tr}M\,\pi^{3/2}/(2c^{5/2})$.

```lean
/-- Over `ℝ³`, `∫ xᵀ M x exp(-c |x|²) = tr M π^(3/2) / (2 c^(5/2))`. -/
theorem integral_dFun_three (M : Matrix (Fin 3) (Fin 3) ℝ) {c : ℝ} (hc : 0 < c) :
    ∫ x, dFun M c x = M.trace * π ^ (3 / 2 : ℝ) / (2 * c ^ (5 / 2 : ℝ)) := by
  have h1 : π ^ (3 / 2 : ℝ) = √π ^ 3 := by
    rw [Real.sqrt_eq_rpow, ← Real.rpow_natCast, ← Real.rpow_mul pi_pos.le]
    norm_num
  have h2 : c ^ (5 / 2 : ℝ) = √c ^ 5 := by
    rw [Real.sqrt_eq_rpow, ← Real.rpow_natCast, ← Real.rpow_mul hc.le]
    norm_num
  rw [(integral_dFun M hc).2, h1, h2, Real.sqrt_div pi_pos.le]
  have hr := Real.sq_sqrt hc.le
  have hp := Real.sqrt_pos.2 hc
  generalize √c = r at hr hp ⊢
  subst hr
  field_simp
```

## Overlap with an s function

For exponents $\alpha,\beta>0$, concentric Gaussians multiply as $d_{M,\alpha}\,s_\beta=d_{M,\alpha+\beta}$. The product is therefore integrable, and the overlap is $\operatorname{tr}M$ times the positive number $(\pi/(\alpha+\beta))^{3/2}/(2(\alpha+\beta))$. For symmetric $M$ it vanishes exactly when `M ∈ tracelessSym`. The criterion does not involve the exponents, so orthogonality to one concentric s Gaussian means orthogonality to all of them.

```lean
/-- For symmetric `M` and positive exponents, the product of the d function and an s Gaussian
is integrable, and their overlap vanishes exactly when `M` is symmetric traceless. -/
theorem orthogonal_iff_traceless {M : Matrix (Fin 3) (Fin 3) ℝ} (hM : M.IsSymm) {α β : ℝ}
    (hα : 0 < α) (hβ : 0 < β) :
    Integrable (fun x => dFun M α x * sFun β x) ∧
    (∫ x, dFun M α x * sFun β x = 0 ↔ M ∈ tracelessSym) := by
  -- exponents add in a product of concentric Gaussians
  have h : ∀ x, dFun M α x * sFun β x = dFun M (α + β) x := by
    intro x
    simp only [dFun, sFun]
    rw [mul_assoc, ← Real.exp_add]
    congr 2
    ring
  have hc := add_pos hα hβ
  have hpi := pi_pos
  simp only [h]
  refine ⟨(integral_dFun M hc).1, ?_⟩
  rw [(integral_dFun M hc).2, mul_eq_zero]
  constructor
  · intro h0
    exact ⟨hM, h0.resolve_right (by positivity)⟩
  · exact fun h0 => Or.inl h0.2
```

Positivity of $\alpha$ and $\beta$ enters only through $\alpha+\beta>0$. With $M=1$, $\alpha=1$, $\beta=-1$ the product is $|x|^2$, which is not integrable; Lean assigns such an integral the value $0$, although $\operatorname{tr}M=3$.

## Counting the d functions

Suppose symmetric $M$ and $N$ give the same function at the same $c$, which may be any real number here. Cancelling the nonzero exponential, the forms $q_M(x)=x^TMx$ and $q_N$ agree. With unit vectors $e_i$,
$$q_M(e_i+e_j)-q_M(e_i)-q_M(e_j)=M_{ij}+M_{ji}=2M_{ij},$$
and likewise for $N$, so $M=N$.

```lean
/-- Two symmetric matrices that give the same d function are equal. -/
theorem dFun_injective {n : ℕ} {M N : Matrix (Fin n) (Fin n) ℝ} (hM : M.IsSymm)
    (hN : N.IsSymm) (c : ℝ) (h : dFun M c = dFun N c) : M = N := by
  have hx : ∀ x, x ⬝ᵥ M *ᵥ x = x ⬝ᵥ N *ᵥ x := fun x =>
    mul_right_cancel₀ (Real.exp_ne_zero _) (congrFun h x)
  have hq : ∀ (A : Matrix (Fin n) (Fin n) ℝ) (i j : Fin n),
      (Pi.single i 1 : Fin n → ℝ) ⬝ᵥ A *ᵥ (Pi.single j 1 : Fin n → ℝ) = A i j := by
    intro A i j
    simp [mulVec, dotProduct, Pi.single_apply]
  ext i j
  -- polarisation
  have a := hx (Pi.single i 1)
  have b := hx (Pi.single j 1)
  have d := hx (Pi.single i 1 + Pi.single j 1)
  simp only [mulVec_add, add_dotProduct, dotProduct_add, hq] at a b d
  linarith [hM.apply i j, hN.apply i j]
```

Symmetry is needed in this step. The matrix with $M_{01}=1$, $M_{10}=-1$ and all other entries zero has $q_M=xy-yx=0$, the same function as $N=0$. Its overlap with any s function vanishes too, yet it is not in `tracelessSym`.

The map `param` is injective, since the entries $00,11,01,02,12$ return $v_0,\dots,v_4$ (`hinj`). Its values are symmetric with trace $v_0+v_1+(-v_0-v_1)=0$. Conversely, a symmetric traceless $M$ has $M_{22}=-M_{00}-M_{11}$ and is the image of $(M_{00},M_{11},M_{01},M_{02},M_{12})$ (`hr`). The dimension is therefore $5$. The theorem counts matrices; the count carries over to functions because $d_{M,c}$ is linear in $M$ by its definition and the labelling is injective.

```lean
/-- The symmetric traceless 3 by 3 matrices form a five-dimensional space. -/
theorem finrank_tracelessSym : Module.finrank ℝ tracelessSym = 5 := by
  have hinj : Function.Injective param := by
    intro v w h
    have h0 : v 0 = w 0 := by simpa [param] using congrFun (congrFun h 0) 0
    have h1 : v 1 = w 1 := by simpa [param] using congrFun (congrFun h 1) 1
    have h2 : v 2 = w 2 := by simpa [param] using congrFun (congrFun h 0) 1
    have h3 : v 3 = w 3 := by simpa [param] using congrFun (congrFun h 0) 2
    have h4 : v 4 = w 4 := by simpa [param] using congrFun (congrFun h 1) 2
    ext k
    fin_cases k
    exacts [h0, h1, h2, h3, h4]
  have hr : LinearMap.range param = tracelessSym := by
    ext M
    constructor
    · rintro ⟨v, rfl⟩
      constructor
      · ext i j
        fin_cases i <;> fin_cases j <;> simp [param]
      · have ht : (param v).trace = v 0 + v 1 + (-v 0 - v 1) := trace_fin_three (param v)
        exact ht.trans (by ring)
    · rintro ⟨hs, ht⟩
      rw [trace_fin_three] at ht
      refine ⟨![M 0 0, M 1 1, M 0 1, M 0 2, M 1 2], ?_⟩
      ext i j
      fin_cases i <;> fin_cases j <;> simp [param] <;>
        linarith [hs.apply 0 1, hs.apply 0 2, hs.apply 1 2]
  rw [← hr, LinearMap.finrank_range_of_inj hinj]
  simp
```

## Separating the trace

Let $M$ be symmetric, and suppose $M=T+a\,1$ with $T$ symmetric traceless and $a$ real. Taking traces gives $\operatorname{tr}M=0+3a$, so $a=\operatorname{tr}M/3$ and $T=M-(\operatorname{tr}M/3)\,1$. Conversely, this $T$ is symmetric with trace $\operatorname{tr}M-3\cdot\operatorname{tr}M/3=0$. The equivalence gives one splitting and excludes any other. In terms of functions, the identity part is $a|x|^2e^{-c|x|^2}$, which is spherically symmetric.

```lean
/-- A symmetric `M` equals `T + a·1` with `T` symmetric traceless exactly when
`a = tr M / 3` and `T = M - (tr M / 3)·1`. -/
theorem unique_split {M : Matrix (Fin 3) (Fin 3) ℝ} (hM : M.IsSymm)
    (T : Matrix (Fin 3) (Fin 3) ℝ) (a : ℝ) :
    (T ∈ tracelessSym ∧ M = T + a • (1 : Matrix (Fin 3) (Fin 3) ℝ)) ↔
      (a = M.trace / 3 ∧ T = M - (M.trace / 3) • (1 : Matrix (Fin 3) (Fin 3) ℝ)) := by
  have h1 : (1 : Matrix (Fin 3) (Fin 3) ℝ).trace = 3 := by simp
  constructor
  · rintro ⟨⟨_, ht⟩, h⟩
    have ha : a = M.trace / 3 := by
      rw [h, trace_add, ht, trace_smul, h1, smul_eq_mul]
      ring
    exact ⟨ha, by rw [← ha, h, add_sub_cancel_right]⟩
  · rintro ⟨rfl, rfl⟩
    refine ⟨⟨hM.sub (isSymm_one.smul _), ?_⟩, (sub_add_cancel _ _).symm⟩
    rw [trace_sub, trace_smul, h1, smul_eq_mul]
    ring

end

end CartesianDFunctions
```

```lean
#print axioms CartesianDFunctions.integral_dFun_three
-- 'CartesianDFunctions.integral_dFun_three' depends on axioms: [propext, Classical.choice, Quot.sound]
#print axioms CartesianDFunctions.dFun_injective
-- 'CartesianDFunctions.dFun_injective' depends on axioms: [propext, Classical.choice, Quot.sound]
#print axioms CartesianDFunctions.finrank_tracelessSym
-- 'CartesianDFunctions.finrank_tracelessSym' depends on axioms: [propext, Classical.choice, Quot.sound]
#print axioms CartesianDFunctions.unique_split
-- 'CartesianDFunctions.unique_split' depends on axioms: [propext, Classical.choice, Quot.sound]
```

## Cartesian and pure d shells

For a single primitive on a single centre, the six Cartesian functions $xx,yy,zz,xy,xz,yz$ contain the s-like combination $|x|^2e^{-c|x|^2}$, which a five-function shell removes; overlaps between different centres are not treated. Not among the theorems above are the identification of traceless forms with angular momentum $l=2$, which matters when a semilocal core potential acts differently on the $l=0$ and $l=2$ channels, and the normalised overlap $1/\sqrt3$ between $x^2e^{-\alpha|x|^2}$ and $s_\alpha$, which uses the fourth moment $I_4=3I_0/(4c^2)$ at $c=2\alpha$.
